# If no eigenvalue of $1+vQ$ exceeds $L$, with $v$ positive definite and $Q$ positive semidefinite, linear mixing with $0<b<2/L$ converges to the screened potential

**Question.** How should a bound on the eigenvalues of $e=1+vQ$ be stated, when $v$ and $Q$ are real symmetric matrices but their product is generally not symmetric? I ask because I solve the screening equation $ex=y$ by linear mixing, $x\mapsto x-b(ex-y)$. Here $v$ is the positive definite interaction, $Q$ the positive semidefinite response strength, $y$ the applied potential and $x$ the screened one. If all eigenvalues of $e$ are at most $L$ and $0<b<2/L$, the iteration should reach $e^{-1}y$ from any starting vector. I would like to see this made rigorous and checked by machine.

**Answer.** State the bound through eigenvectors: whenever $eu=\mu u$ with $u\neq0$ real, $\mu\le L$. This needs no symmetry of $e$, and it loses nothing, because $e$ turns out to have a full set of real eigenvectors.

### Screening modes normalised by the interaction

Diagonalise $v=U\,\mathrm{diag}(\lambda)\,U^T$ with $U$ orthogonal and all $\lambda_i>0$. Setting $S=U\,\mathrm{diag}(\sqrt{\lambda})$ gives $v=SS^T$. The matrix $S^TQS$ is symmetric, and $z^TS^TQSz=(Sz)^TQ(Sz)\ge0$ for every vector $z$. Hence there is an orthogonal $W$ with $S^TQS\,W=W\,\mathrm{diag}(m)$ and all $m_i\ge0$.

Put $T=SW$ and $\mu_i=1+m_i\ge1$. Then $TT^T=SWW^TS^T=v$, and

$$eT=SW+S(S^TQS)W=SW+SW\,\mathrm{diag}(m)=T\,\mathrm{diag}(\mu).$$

Since $(\det T)^2=\det v>0$, $T$ is invertible, so its columns form a basis of eigenvectors. Taking determinants of $eT=T\,\mathrm{diag}(\mu)$ gives $\det e=\prod_i\mu_i\neq0$, so $s=e^{-1}y$ solves $es=y$.

### Decay of the error

Write $x=s+d$. One step gives

$$s+d-b(es+ed-y)=s+(d-b\,ed).$$

With $d=Tc$, each amplitude $c_i$ is multiplied by $1-b\mu_i$, so after $k$ steps it is $(1-b\mu_i)^kc_i$. Each column of $T$ is a nonzero eigenvector, so $\mu_i\le L$ and $0<b\mu_i\le bL<2$. Therefore $|1-b\mu_i|<1$, every amplitude tends to zero, and $x$ tends to $s$.

Conversely, let $eu=\mu u$ with $u\ne0$, and let $p=Qu$, so that $vp=(\mu-1)u$. If $p=0$, then $\mu=1$. Otherwise $0<p^Tvp=(\mu-1)\,u^TQu$ with $u^TQu\ge0$, which forces $\mu>1$. So $\mu\ge1$ in all cases. If $b\ge2/\mu$, then $|1-b\mu|\ge1$, and the error $(1-b\mu)^ku$ of a run started at $s+u$ never shrinks below its initial size. When $L$ is the largest eigenvalue, the threshold $2/L$ is therefore exact.

### The Lean file

```lean
import Mathlib

open Matrix Filter Topology

namespace ScreenedPotentialMixing

noncomputable section

variable {n : Type*} [Fintype n] [DecidableEq n]

/-- The dielectric matrix `1 + v Q` of an interaction `v` and a response strength `Q`. -/
def dielectric (v Q : Matrix n n ℝ) : Matrix n n ℝ := 1 + v * Q

/-- One linear mixing step for the screening equation `e x = y` with mixing parameter `b`. -/
def mixStep (e : Matrix n n ℝ) (b : ℝ) (y x : n → ℝ) : n → ℝ :=
  x - b • (e *ᵥ x - y)

/-- A real symmetric matrix has an orthogonal matrix of eigenvectors. -/
theorem symmetric_modes {A : Matrix n n ℝ} (hA : A.IsHermitian) :
    ∃ U : Matrix n n ℝ, Uᵀ * U = 1 ∧ A * U = U * diagonal hA.eigenvalues := by
  refine ⟨(hA.eigenvectorUnitary : Matrix n n ℝ), ?_, ?_⟩
  · have h := Matrix.mem_unitaryGroup_iff'.mp hA.eigenvectorUnitary.2
    rwa [star_eq_conjTranspose, conjTranspose_eq_transpose_of_trivial] at h
  · ext i j
    have h := congrFun (hA.mulVec_eigenvectorBasis j) i
    rw [Matrix.mul_diagonal, Matrix.mul_apply]
    simp only [Matrix.IsHermitian.eigenvectorUnitary_apply]
    rw [mul_comm _ (hA.eigenvalues j)]
    exact h

/-- For positive definite `v` and positive semidefinite `Q`, the dielectric matrix has a full set of
real screening modes, the columns of `T`, with eigenvalues at least one and normalised by the
interaction, `T Tᵀ = v`. -/
theorem screening_modes {v Q : Matrix n n ℝ} (hv : v.PosDef) (hQ : Q.PosSemidef) :
    ∃ (T : Matrix n n ℝ) (μ : n → ℝ), T * Tᵀ = v ∧
      dielectric v Q * T = T * diagonal μ ∧ ∀ i, 1 ≤ μ i := by
  -- factor the interaction as `S Sᵀ`
  have hfac : ∃ S : Matrix n n ℝ, S * Sᵀ = v := by
    obtain ⟨U, hU, hvU⟩ := symmetric_modes hv.isHermitian
    have hD : diagonal (fun i => √(hv.isHermitian.eigenvalues i)) *
        diagonal (fun i => √(hv.isHermitian.eigenvalues i)) =
        diagonal hv.isHermitian.eigenvalues := by
      rw [diagonal_mul_diagonal]
      congr 1
      ext i
      exact Real.mul_self_sqrt (hv.eigenvalues_pos i).le
    refine ⟨U * diagonal (fun i => √(hv.isHermitian.eigenvalues i)), ?_⟩
    calc _ = U * (diagonal (fun i => √(hv.isHermitian.eigenvalues i)) *
          diagonal (fun i => √(hv.isHermitian.eigenvalues i))) * Uᵀ := by
          simp only [transpose_mul, diagonal_transpose, Matrix.mul_assoc]
      _ = v * (U * Uᵀ) := by rw [hD, ← hvU, Matrix.mul_assoc]
      _ = v := by rw [mul_eq_one_comm.mp hU, mul_one]
  obtain ⟨S, hS⟩ := hfac
  -- diagonalise the symmetrised response `Sᵀ Q S`
  have hM : (Sᵀ * Q * S).PosSemidef := by
    have h := hQ.conjTranspose_mul_mul_same S
    rwa [conjTranspose_eq_transpose_of_trivial] at h
  obtain ⟨W, hW, hMW⟩ := symmetric_modes hM.isHermitian
  refine ⟨S * W, fun i => 1 + hM.isHermitian.eigenvalues i, ?_, ?_, ?_⟩
  · calc S * W * (S * W)ᵀ = S * (W * Wᵀ) * Sᵀ := by
          simp only [transpose_mul, Matrix.mul_assoc]
      _ = v := by rw [mul_eq_one_comm.mp hW, mul_one, hS]
  · have hd : diagonal (fun i => 1 + hM.isHermitian.eigenvalues i) =
        (1 : Matrix n n ℝ) + diagonal hM.isHermitian.eigenvalues := by
      rw [← diagonal_one, diagonal_add]
    calc dielectric v Q * (S * W) = S * W + S * ((Sᵀ * Q * S) * W) := by
          rw [dielectric, ← hS]
          noncomm_ring
      _ = _ := by
          rw [hMW, hd]
          noncomm_ring
  · intro i
    have h := hM.eigenvalues_nonneg i
    linarith

/-- A matrix `T` with `T Tᵀ = v` for a positive definite interaction `v` is invertible. -/
theorem modes_det_ne_zero {v T : Matrix n n ℝ} (hv : v.PosDef) (hT : T * Tᵀ = v) :
    T.det ≠ 0 := by
  intro h
  have hdet := hv.det_pos
  rw [← hT, det_mul, h, zero_mul] at hdet
  exact lt_irrefl _ hdet

/-- The dielectric matrix is invertible if `v` is positive definite and `Q` is positive
semidefinite. -/
theorem dielectric_isUnit_det {v Q : Matrix n n ℝ} (hv : v.PosDef) (hQ : Q.PosSemidef) :
    IsUnit (dielectric v Q).det := by
  obtain ⟨T, μ, hT, heT, hμ⟩ := screening_modes hv hQ
  have h := congrArg Matrix.det heT
  rw [det_mul, det_mul, det_diagonal] at h
  have hp : ∏ i, μ i ≠ 0 :=
    Finset.prod_ne_zero_iff.mpr fun i _ => by linarith [hμ i]
  refine isUnit_iff_ne_zero.mpr fun h0 => ?_
  rw [h0, zero_mul] at h
  exact mul_ne_zero (modes_det_ne_zero hv hT) hp h.symm

omit [DecidableEq n] in
/-- Around a solution `s` of `e s = y`, a mixing step sends the error `d` to `d - b e d`. -/
theorem mixStep_error {e : Matrix n n ℝ} {y s : n → ℝ} (hs : e *ᵥ s = y) (b : ℝ)
    (d : n → ℝ) : mixStep e b y (s + d) = s + (d - b • (e *ᵥ d)) := by
  rw [mixStep, mulVec_add, hs]
  module

/-- After `k` mixing steps the error amplitude in the mode with eigenvalue `μ i` has been
multiplied by `(1 - b μ i) ^ k`. -/
theorem mixing_mode_amplitudes {e T : Matrix n n ℝ} {μ y s : n → ℝ}
    (hs : e *ᵥ s = y) (hT : e * T = T * diagonal μ) (b : ℝ) (c : n → ℝ) (k : ℕ) :
    (mixStep e b y)^[k] (s + T *ᵥ c) = s + T *ᵥ (fun i => (1 - b * μ i) ^ k * c i) := by
  induction k with
  | zero => simp
  | succ k ih =>
    rw [Function.iterate_succ_apply', ih, mixStep_error hs, mulVec_mulVec, hT,
      ← mulVec_mulVec, ← mulVec_smul, ← mulVec_sub]
    congr 2
    ext i
    simp only [Pi.sub_apply, Pi.smul_apply, smul_eq_mul, mulVec_diagonal]
    ring

/-- Let `v` be positive definite and `Q` positive semidefinite. If all eigenvalues of the dielectric
matrix are at most `L` and `0 < b < 2 / L`, linear mixing converges to the screened potential `e⁻¹
y` from every starting vector. -/
theorem mixing_tendsto_screened {v Q : Matrix n n ℝ} (hv : v.PosDef) (hQ : Q.PosSemidef)
    {L b : ℝ} (hL : ∀ (μ : ℝ) (u : n → ℝ), u ≠ 0 → dielectric v Q *ᵥ u = μ • u → μ ≤ L)
    (hb : 0 < b) (hbL : b < 2 / L) (y x₀ : n → ℝ) :
    Tendsto (fun k : ℕ => (mixStep (dielectric v Q) b y)^[k] x₀) atTop
      (𝓝 ((dielectric v Q)⁻¹ *ᵥ y)) := by
  obtain ⟨T, μ, hT, heT, hμ⟩ := screening_modes hv hQ
  have hdet := modes_det_ne_zero hv hT
  -- each column of `T` is an eigenvector, so the spectral bound applies to `μ i`
  have hμL : ∀ i, μ i ≤ L := by
    intro i
    refine hL (μ i) (fun k => T k i) (fun h => hdet ?_) ?_
    · exact det_eq_zero_of_column_eq_zero i fun k => congrFun h k
    · ext k
      have h := congrFun (congrFun heT k) i
      rw [Matrix.mul_diagonal, mul_comm (T k i)] at h
      exact h
  have hs : dielectric v Q *ᵥ ((dielectric v Q)⁻¹ *ᵥ y) = y := by
    rw [mulVec_mulVec, mul_nonsing_inv _ (dielectric_isUnit_det hv hQ), one_mulVec]
  set s := (dielectric v Q)⁻¹ *ᵥ y
  -- expand the initial error in screening modes
  have hx : x₀ = s + T *ᵥ (T⁻¹ *ᵥ (x₀ - s)) := by
    rw [mulVec_mulVec, mul_nonsing_inv _ (isUnit_iff_ne_zero.mpr hdet), one_mulVec]
    abel
  have hdecay : Tendsto (fun (k : ℕ) (i : n) => (1 - b * μ i) ^ k * (T⁻¹ *ᵥ (x₀ - s)) i)
      atTop (𝓝 0) := by
    refine tendsto_pi_nhds.mpr fun i => ?_
    have hLpos : 0 < L := by linarith [hμ i, hμL i]
    have h2 : b * L < 2 := (lt_div_iff₀ hLpos).mp hbL
    have h3 : b * μ i ≤ b * L := mul_le_mul_of_nonneg_left (hμL i) hb.le
    have h4 : 0 < b * μ i := mul_pos hb (by linarith [hμ i])
    have hq : |1 - b * μ i| < 1 := abs_lt.mpr ⟨by linarith, by linarith⟩
    simpa using (tendsto_pow_atTop_nhds_zero_of_abs_lt_one hq).mul_const
      ((T⁻¹ *ᵥ (x₀ - s)) i)
  have hc : Continuous (fun z : n → ℝ => s + T *ᵥ z) :=
    continuous_const.add (Continuous.matrix_mulVec continuous_const continuous_id)
  have hlim := (hc.tendsto 0).comp hdecay
  rw [mulVec_zero, add_zero] at hlim
  refine hlim.congr fun k => ?_
  conv_rhs => rw [hx]
  exact (mixing_mode_amplitudes hs heT b _ k).symm

/-- For positive definite `v` and positive semidefinite `Q`, every real eigenvalue of the dielectric
matrix is at least one. -/
theorem one_le_eigenvalue {v Q : Matrix n n ℝ} (hv : v.PosDef) (hQ : Q.PosSemidef)
    {μ : ℝ} {u : n → ℝ} (hu : u ≠ 0) (h : dielectric v Q *ᵥ u = μ • u) : 1 ≤ μ := by
  by_contra hlt
  have hneg : μ - 1 < 0 := by linarith [not_le.mp hlt]
  have h1 : v *ᵥ (Q *ᵥ u) = (μ - 1) • u := by
    rw [dielectric, add_mulVec, one_mulVec, ← mulVec_mulVec] at h
    rw [sub_smul, one_smul, ← h]
    abel
  by_cases hp : Q *ᵥ u = 0
  · rw [hp, mulVec_zero] at h1
    exact (smul_ne_zero hneg.ne hu) h1.symm
  · -- compare the interaction energy of `Q u` with the response energy of `u`
    have h2 := hv.dotProduct_mulVec_pos hp
    have h3 := hQ.dotProduct_mulVec_nonneg u
    rw [star_trivial] at h2 h3
    rw [h1, dotProduct_smul, smul_eq_mul, dotProduct_comm] at h2
    nlinarith

/-- Let `v` be positive definite and `Q` positive semidefinite. If `b ≥ 2 / μ` for an eigenvalue `μ`
of the dielectric matrix with eigenvector `u`, linear mixing started at `e⁻¹ y + u` does not
converge to `e⁻¹ y`. -/
theorem mixing_not_tendsto {v Q : Matrix n n ℝ} (hv : v.PosDef) (hQ : Q.PosSemidef)
    {μ b : ℝ} {u : n → ℝ} (hu : u ≠ 0) (h : dielectric v Q *ᵥ u = μ • u)
    (hb : 2 / μ ≤ b) (y : n → ℝ) :
    ¬ Tendsto (fun k : ℕ => (mixStep (dielectric v Q) b y)^[k]
      ((dielectric v Q)⁻¹ *ᵥ y + u)) atTop (𝓝 ((dielectric v Q)⁻¹ *ᵥ y)) := by
  intro hlim
  have hμ : 0 < μ := by linarith [one_le_eigenvalue hv hQ hu h]
  have h2 : 2 ≤ b * μ := (div_le_iff₀ hμ).mp hb
  have hs : dielectric v Q *ᵥ ((dielectric v Q)⁻¹ *ᵥ y) = y := by
    rw [mulVec_mulVec, mul_nonsing_inv _ (dielectric_isUnit_det hv hQ), one_mulVec]
  set s := (dielectric v Q)⁻¹ *ᵥ y
  have hit : ∀ k : ℕ, (mixStep (dielectric v Q) b y)^[k] (s + u) =
      s + (1 - b * μ) ^ k • u := by
    intro k
    induction k with
    | zero => simp
    | succ k ih =>
      rw [Function.iterate_succ_apply', ih, mixStep_error hs, mulVec_smul, h, pow_succ]
      module
  obtain ⟨i, hi⟩ := Function.ne_iff.mp hu
  -- the error in component `i` never falls below its initial size
  have hcomp := ((tendsto_pi_nhds.mp hlim i).sub_const (s i)).abs
  rw [sub_self, abs_zero] at hcomp
  have hle : |u i| ≤ 0 := by
    refine ge_of_tendsto' hcomp fun k => ?_
    have hq : 1 ≤ |1 - b * μ| := by
      rw [abs_of_nonpos (by linarith)]
      linarith
    rw [hit k, Pi.add_apply, Pi.smul_apply, smul_eq_mul, add_sub_cancel_left, abs_mul, abs_pow]
    exact le_mul_of_one_le_left (abs_nonneg _) (one_le_pow₀ hq)
  exact hi (abs_nonpos_iff.mp hle)

end

end ScreenedPotentialMixing
```

```lean
#print axioms ScreenedPotentialMixing.mixing_tendsto_screened
#print axioms ScreenedPotentialMixing.mixing_not_tendsto
```

```
'ScreenedPotentialMixing.mixing_tendsto_screened' depends on axioms: [propext, Classical.choice, Quot.sound]
'ScreenedPotentialMixing.mixing_not_tendsto' depends on axioms: [propext, Classical.choice, Quot.sound]
```

### What the theorems say

The index type `n` is any finite set of sites or basis functions, and potentials are functions `n → ℝ`. `dielectric v Q` is $1+vQ$, and `mixStep e b y` is one update. With the independent-particle response written as $\chi_0=-Q$, the equation $ex=y$ reads $x=y+v\chi_0x$. The semidefinite `Q` allows potentials that induce no density, such as a constant shift at fixed particle number. The positive definite `v` stands for a Hartree-like interaction that gives every nonzero charge distribution a positive energy; adding an exchange-correlation kernel can destroy this property. If the interaction matrix sets the average potential to zero, as is common in a periodic cell, `v` is only semidefinite and the theorem does not apply as stated.

`mixing_tendsto_screened` says that, under the eigenvector bound `hL` and $0<b<2/L$, the iterates converge to `(dielectric v Q)⁻¹ *ᵥ y` for every `y` and `x₀`. `mixing_not_tendsto` gives the failure for $b\ge2/\mu$ from the particular start $e^{-1}y+u$.

For self-consistent-field calculations, this describes potential mixing only in a finite, static model with a fixed linear response. A nonlinear update of the density and complex matrices are not covered.

### How the proof follows the calculation

- `symmetric_modes` turns Mathlib's spectral theorem into an orthogonal matrix of eigenvectors. `screening_modes` applies it twice, to $v$ and to $S^TQS$, and assembles $T$ and $\mu$.
- `modes_det_ne_zero` and `dielectric_isUnit_det` are the two determinant arguments.
- `mixStep_error` is the one-step error formula, and `mixing_mode_amplitudes` iterates it by induction on `k`.
- In `mixing_tendsto_screened`, `hμL` applies the spectral bound to the columns of `T`, `hx` expands the initial error with $c=T^{-1}(x_0-s)$, and `hdecay` proves that each amplitude vanishes. Continuity of $z\mapsto s+Tz$ carries the limit back to potentials.
- `one_le_eigenvalue` runs the energy comparison by contradiction, with `nlinarith` closing the sign clash. `mixing_not_tendsto` then follows a component where $u_i\neq0$: convergence would force $|u_i|\le0$.

### A norm that may grow, and a symmetric variant

It is tempting to infer from $|1-b\mu_i|<1$ that the Euclidean length of a nonzero error falls at every step. That holds for symmetric $e$ but can fail here. Take two sites with $v=\mathrm{diag}(100,1)$, and let $Q$ have diagonal entries $1/101$ and off-diagonal entries $-1/101$, so that a constant shift induces no density. The eigenvalues of $e$ are $1$ and $2$, so $b=0.9$ is allowed, yet the error $(1,-1)$ becomes about $(-1.68,\,-0.08)$, which is longer. A quantity that never increases for $0<b<2/L$ is $d^Tv^{-1}d=\sum_ic_i^2$.

Another formulation substitutes $x=Sz$ and works with the symmetric matrix $1+S^TQS$. The spectral bound could then use Mathlib's eigenvalues of a symmetric matrix directly. The theorem would, however, concern the transformed variable $z$, and a further step would be needed to return to the potential that the solver actually updates.
